# A Wulff polyhedron with positive facet energies is bounded exactly when its normals positively span the space

## Two ends of a one-dimensional crystal

A crystal on a line has two ends, facing in the directions $n_1=+1$ and $n_2=-1$, with surface energies $\gamma_1,\gamma_2>0$. The Wulff construction keeps the points with $x\le\gamma_1$ and $-x\le\gamma_2$, which is the interval $[-\gamma_2,\gamma_1]$. If the second end is left out of the list, a half-line remains. At the same time the vector $-1$ stops being a nonnegative multiple of the normals in the list.

A minimisation links the two facts. With both ends present, $e^{x}+e^{-x}-vx$ has a minimum for every real $v$, and there $v=e^{x}\cdot(+1)+e^{-x}\cdot(-1)$: the number $v$ has been written with positive coefficients. With only $n_1$ and $v=-1$, the function $e^{x}+x$ decreases without limit as $x\to-\infty$, and no minimum exists.

In three dimensions one has surface energies for a finite list of facet orientations and asks whether the list encloses a finite body. For positive energies the answer depends on the orientations alone, so a list of facets for a surface-energy simulation can be checked before any energy is computed, as long as the list is finite and each orientation has one fixed positive energy.

The space is a real inner-product space $E$, assumed finite-dimensional where the proofs use it; $\mathbb R^3$ is the physical case. The facets are labelled by a finite type `ι`, and $N$ denotes their number.

```lean
import Mathlib

open Module

namespace WulffBoundedness

variable {E : Type*} [NormedAddCommGroup E] [InnerProductSpace ℝ E]
variable {ι : Type*} [Fintype ι]
```

## The polyhedron and the condition on its normals

Given normals $n_i\in E$ and numbers $\gamma_i$, the Wulff polyhedron is
$$W=\{x\in E:\langle n_i,x\rangle\le\gamma_i\ \text{for all } i\}.$$

In Lean, `inner ℝ (n i) x` is $\langle n_i,x\rangle$. The normals need not have unit length. For a nonzero $n_i$ the bounding plane lies at signed distance $\gamma_i/\|n_i\|$ from the origin, so `γ i` is the surface energy per area, in units that set the overall size of the crystal, when $\|n_i\|=1$.

```lean
/-- The Wulff polyhedron: all points `x` with `⟨n i, x⟩ ≤ γ i` for every facet `i`. -/
def wulff (n : ι → E) (γ : ι → ℝ) : Set E :=
  {x | ∀ i, inner ℝ (n i) x ≤ γ i}
```

The normals span positively if every $v\in E$ can be written as $v=\sum_i a_i n_i$ with all $a_i\ge0$. Ordinary linear spanning would allow negative $a_i$.

```lean
/-- Every vector of the space is a nonnegative linear combination of the facet normals. -/
def PositivelySpans (n : ι → E) : Prop :=
  ∀ v : E, ∃ a : ι → ℝ, (∀ i, 0 ≤ a i) ∧ ∑ i, a i • n i = v
```

For unit normals, positive energies and a bounded $W$, Wulff's theorem says that $W$ has the least surface energy among all polyhedra of the same volume whose facets have orientations from the list. It links the polyhedron to the equilibrium shape of a crystal, which growth kinetics can prevent a real sample from reaching, and it is taken here as physical background; the results below concern the polyhedron itself.

## Positive spanning confines every component

Suppose the normals span positively, and write $v=\sum_i a_i n_i$ with $a_i\ge0$. For $x\in W$,
$$\langle v,x\rangle=\sum_i a_i\langle n_i,x\rangle\le\sum_i a_i\gamma_i=:K(v).$$

Let $b_k$ be an orthonormal basis. Applying the bound to $b_k$ and to $-b_k$ gives $-K(-b_k)\le\langle b_k,x\rangle\le K(b_k)$, and therefore
$$\|x\|\le\sum_k|\langle b_k,x\rangle|\le\sum_k\max\big(K(b_k),K(-b_k)\big).$$

The right-hand side does not depend on $x$, so $W$ is bounded. The signs of the $\gamma_i$ were not used.

In the proof, `key` is the first inequality, `choose` turns its bounds into a function `K`, and the `calc` block is the estimate of the norm.

```lean
/-- If the normals span the space positively, the Wulff polyhedron is bounded, whatever the
signs of the facet energies. -/
theorem isBounded_of_positivelySpans [FiniteDimensional ℝ E] {n : ι → E} (γ : ι → ℝ)
    (h : PositivelySpans n) : Bornology.IsBounded (wulff n γ) := by
  -- every linear functional is bounded above on the polyhedron
  have key : ∀ v : E, ∃ K : ℝ, ∀ x ∈ wulff n γ, inner ℝ v x ≤ K := by
    intro v
    obtain ⟨a, ha, rfl⟩ := h v
    refine ⟨∑ i, a i * γ i, fun x hx => ?_⟩
    rw [sum_inner]
    refine Finset.sum_le_sum fun i _ => ?_
    rw [real_inner_smul_left]
    exact mul_le_mul_of_nonneg_left (hx i) (ha i)
  choose K hK using key
  let b := stdOrthonormalBasis ℝ E
  refine isBounded_iff_forall_norm_le.2 ⟨∑ k, max (K (b k)) (K (-b k)), fun x hx => ?_⟩
  -- bound the norm by the sum of the absolute components
  calc ‖x‖ = ‖∑ k, (inner ℝ (b k) x : ℝ) • b k‖ := by rw [b.sum_repr' x]
    _ ≤ ∑ k, ‖(inner ℝ (b k) x : ℝ) • b k‖ := norm_sum_le _ _
    _ ≤ ∑ k, max (K (b k)) (K (-b k)) := by
        refine Finset.sum_le_sum fun k _ => ?_
        have h1 := hK (b k) x hx
        have h2 := hK (-b k) x hx
        rw [inner_neg_left] at h2
        rw [norm_smul, b.orthonormal.1 k, mul_one, Real.norm_eq_abs]
        exact abs_le.2 ⟨by linarith [le_max_right (K (b k)) (K (-b k))],
          h1.trans (le_max_left _ _)⟩
```

## A bounded polyhedron gives a uniform slope

Now let all $\gamma_i>0$ and let $W$ lie in the closed ball of radius $R>0$ about the origin. Choose $g>0$ with $g\le\gamma_i$ for all $i$: the smallest energy, or $1$ if the list is empty. For $x\ne0$ the vector $y=(2R/\|x\|)\,x$ has length $2R$ and lies outside $W$. Some facet inequality therefore fails:
$$\frac{2R}{\|x\|}\langle n_i,x\rangle>\gamma_i\ge g,\qquad\text{so}\qquad\langle n_i,x\rangle>c\,\|x\|,\quad c=\frac{g}{2R}.$$

The facet $i$ depends on the direction of $x$, but $c$ does not. In Lean, `hy` records that the stretched vector has left the polyhedron, and the last lines rearrange the inequality.

```lean
/-- For positive facet energies and a bounded Wulff polyhedron there is a constant `c > 0` such that
every nonzero `x` has an inner product larger than `c ‖x‖` with some facet normal. -/
theorem exists_uniform_slope {n : ι → E} {γ : ι → ℝ} (hγ : ∀ i, 0 < γ i)
    (hb : Bornology.IsBounded (wulff n γ)) :
    ∃ c : ℝ, 0 < c ∧ ∀ x : E, x ≠ 0 → ∃ i, c * ‖x‖ < inner ℝ (n i) x := by
  obtain ⟨R, hR0, hR⟩ := hb.exists_pos_norm_le
  -- a positive lower bound of the facet energies
  obtain ⟨g, hg0, hg⟩ : ∃ g : ℝ, 0 < g ∧ ∀ i, g ≤ γ i := by
    rcases isEmpty_or_nonempty ι with hι | hι
    · exact ⟨1, one_pos, fun i => hι.elim i⟩
    · obtain ⟨j, hj⟩ := Finite.exists_min γ
      exact ⟨γ j, hγ j, hj⟩
  refine ⟨g / (2 * R), by positivity, fun x hx0 => ?_⟩
  have hx : 0 < ‖x‖ := norm_pos_iff.2 hx0
  have hs : 0 < 2 * R / ‖x‖ := by positivity
  -- stretched to length 2R, the vector leaves the polyhedron
  have hy : (2 * R / ‖x‖) • x ∉ wulff n γ := by
    intro h
    have h' := hR _ h
    rw [norm_smul, Real.norm_of_nonneg hs.le, div_mul_cancel₀ _ hx.ne'] at h'
    linarith
  simp only [wulff, Set.mem_ofPred_eq, not_forall, not_le] at hy
  obtain ⟨i, hi⟩ := hy
  refine ⟨i, ?_⟩
  rw [real_inner_smul_right] at hi
  have h := (hg i).trans_lt hi
  rw [div_mul_eq_mul_div, lt_div_iff₀ hx] at h
  rw [div_mul_eq_mul_div, div_lt_iff₀ (by positivity)]
  linarith
```

## Minimising a sum of exponentials produces the coefficients

Fix any $v\in E$ and consider
$$f(x)=\sum_i e^{\langle n_i,x\rangle}-\langle v,x\rangle,\qquad f(0)=N.$$

Take $\|y\|>1+2(\|v\|+N)/c^2$. Some facet has $\langle n_i,y\rangle>c\|y\|$, and $e^s\ge1+s+s^2/2$ for $s\ge0$. Keeping only that exponential,
$$f(y)\ge1+c\|y\|+\tfrac12c^2\|y\|^2-\|v\|\,\|y\|.$$

Since $\tfrac12c^2\|y\|>\|v\|+N$, the right-hand side is at least $1+c\|y\|+N\|y\|$, which exceeds $N=f(0)$. Outside a closed ball $f$ is thus larger than at the origin. The ball is compact because $E$ has finite dimension, so the continuous function $f$ has a global minimiser $x$.

Set $w=\sum_i e^{\langle n_i,x\rangle}n_i-v$. Along the line $x+tw$ the derivative at $t=0$ must vanish:
$$0=\sum_i e^{\langle n_i,x\rangle}\langle n_i,w\rangle-\langle v,w\rangle=\langle w,w\rangle.$$

Hence $w=0$ and $v=\sum_i e^{\langle n_i,x\rangle}n_i$, with strictly positive coefficients.

The lemma `exists_forall_le'` supplies the minimiser once $f(0)\le f(y)$ is known far out, and `nlinarith` combines the estimates `h1` to `h6` for that purpose. Then `hder` is the derivative along the line, `hmin` the minimum at $t=0$, and `hww` the conclusion $\langle w,w\rangle=0$.

```lean
/-- For positive facet energies and a bounded Wulff polyhedron, every vector is a combination of
the facet normals with strictly positive coefficients. -/
theorem exists_pos_combination [FiniteDimensional ℝ E] {n : ι → E} {γ : ι → ℝ}
    (hγ : ∀ i, 0 < γ i) (hb : Bornology.IsBounded (wulff n γ)) (v : E) :
    ∃ a : ι → ℝ, (∀ i, 0 < a i) ∧ ∑ i, a i • n i = v := by
  obtain ⟨c, hc, hslope⟩ := exists_uniform_slope hγ hb
  let f : E → ℝ := fun x => ∑ i, Real.exp (inner ℝ (n i) x) - inner ℝ v x
  have hf : Continuous f := by fun_prop
  have hf0 : f 0 = (Fintype.card ι : ℝ) := by simp [f]
  have hN : (0 : ℝ) ≤ (Fintype.card ι : ℝ) := Nat.cast_nonneg _
  -- far from the origin the exponential beats the linear term, so f has a minimiser
  obtain ⟨x, hx⟩ : ∃ x, ∀ y, f x ≤ f y := by
    refine hf.exists_forall_le' 0 ?_
    filter_upwards [(isCompact_closedBall (0 : E)
      (1 + 2 * (‖v‖ + Fintype.card ι) / c ^ 2)).compl_mem_cocompact] with y hy
    rw [Set.mem_compl_iff, mem_closedBall_zero_iff, not_le] at hy
    have hq : 0 ≤ 2 * (‖v‖ + Fintype.card ι) / c ^ 2 := by positivity
    have hr : 1 ≤ ‖y‖ := by linarith
    have hk : 2 * (‖v‖ + Fintype.card ι) / c ^ 2 < ‖y‖ := by linarith
    rw [div_lt_iff₀ (by positivity)] at hk
    obtain ⟨i, hi⟩ := hslope y (norm_pos_iff.1 (by linarith))
    have h1 := Finset.single_le_sum (f := fun j => Real.exp (inner ℝ (n j) y))
      (fun j _ => (Real.exp_pos _).le) (Finset.mem_univ i)
    have h2 := Real.exp_le_exp.2 hi.le
    have hcy : 0 ≤ c * ‖y‖ := by positivity
    have h3 := Real.quadratic_le_exp_of_nonneg hcy
    have h4 := real_inner_le_norm v y
    have h5 := mul_le_mul_of_nonneg_left hk.le (norm_nonneg y)
    have h6 := le_mul_of_one_le_left hN hr
    rw [hf0]
    change _ ≤ ∑ j, Real.exp (inner ℝ (n j) y) - inner ℝ v y

    nlinarith
  refine ⟨fun i => Real.exp (inner ℝ (n i) x), fun i => Real.exp_pos _, ?_⟩
  -- stationarity along the residual w forces w = 0
  set w : E := ∑ i, Real.exp (inner ℝ (n i) x) • n i - v with hw
  have hlin : ∀ a b : ℝ, HasDerivAt (fun t : ℝ => a + t * b) b 0 := fun a b =>
    (((hasDerivAt_id' (0 : ℝ)).mul_const b).const_add a).congr_deriv (one_mul b)
  have hder := (HasDerivAt.fun_sum (u := Finset.univ) fun i _ =>
    (hlin (inner ℝ (n i) x) (inner ℝ (n i) w)).exp).fun_sub
      (hlin (inner ℝ v x) (inner ℝ v w))
  have hmin : IsLocalMin (fun t : ℝ =>
      ∑ i, Real.exp (inner ℝ (n i) x + t * inner ℝ (n i) w)
        - (inner ℝ v x + t * inner ℝ v w)) 0 := by
    refine Filter.Eventually.of_forall fun t => ?_
    have h := hx (x + t • w)
    simp only [f, inner_add_right, real_inner_smul_right] at h
    simpa only [zero_mul, add_zero] using h
  have hzero := hmin.hasDerivAt_eq_zero hder
  simp only [zero_mul, add_zero] at hzero
  have hww : inner ℝ w w = (0 : ℝ) := by
    conv_lhs => arg 2; rw [hw]
    rw [inner_sub_left, sum_inner]
    simpa only [real_inner_smul_left] using hzero
  exact sub_eq_zero.1 (inner_self_eq_zero.1 hww)
```

## The boundedness criterion

The two directions combine: for $\gamma_i>0$, $W$ is bounded if and only if the normals span positively. The strictly positive coefficients just found are in particular nonnegative.

Some condition that keeps $W$ nonempty is needed. In the plane, the normals $\pm e_1$ with both energies equal to $-1$ require $x_1\le-1$ and $x_1\ge1$; the polyhedron is empty, hence bounded, although the normals do not even span linearly.

```lean
/-- Boundedness criterion: for positive facet energies the Wulff polyhedron is bounded if and
only if every vector is a nonnegative linear combination of the facet normals. -/
theorem isBounded_wulff_iff [FiniteDimensional ℝ E] {n : ι → E} {γ : ι → ℝ}
    (hγ : ∀ i, 0 < γ i) : Bornology.IsBounded (wulff n γ) ↔ PositivelySpans n := by
  refine ⟨fun hb v => ?_, isBounded_of_positivelySpans γ⟩
  obtain ⟨a, ha, hv⟩ := exists_pos_combination hγ hb v
  exact ⟨a, fun i => (ha i).le, hv⟩
```

## Linear spanning together with a vanishing weighted sum

Positive spanning refers to every vector of the space. An equivalent test has two parts: the normals span $E$ linearly, and there are weights $A_i>0$ with $\sum_i A_i n_i=0$.

If $W$ is bounded, the previous construction writes every $v$ as a combination of the normals, and the choice $v=0$ gives the weights. Conversely, write $v=\sum_i a_i n_i$ with real $a_i$ of any sign and put $T=\sum_j|a_j|/A_j$. Then
$$a_i+TA_i\ge a_i+|a_i|\ge0,\qquad\sum_i(a_i+TA_i)\,n_i=v+T\cdot0=v.$$

The word `closure` in the theorem's name means this vanishing sum, not a topological closure. The facet areas of a closed polyhedron with unit outward normals satisfy the same relation, but the $A_i$ here are any positive weights; a listed facet may be cut off entirely and have no area in the actual shape.

In the Lean proof, `Submodule.mem_span_range_iff_exists_fun` translates between linear span and explicit coefficients, and the final `refine` supplies the shifted coefficients.

```lean
/-- For positive facet energies the Wulff polyhedron is bounded if and only if the normals span
the space linearly and some strictly positive weights make their weighted sum vanish. -/
theorem isBounded_wulff_iff_span_and_closure [FiniteDimensional ℝ E] {n : ι → E} {γ : ι → ℝ}
    (hγ : ∀ i, 0 < γ i) : Bornology.IsBounded (wulff n γ) ↔
      Submodule.span ℝ (Set.range n) = ⊤ ∧
        ∃ A : ι → ℝ, (∀ i, 0 < A i) ∧ ∑ i, A i • n i = 0 := by
  constructor
  · intro hb
    refine ⟨eq_top_iff.2 fun v _ => ?_, exists_pos_combination hγ hb 0⟩
    obtain ⟨a, -, hv⟩ := exists_pos_combination hγ hb v
    exact (Submodule.mem_span_range_iff_exists_fun ℝ).2 ⟨a, hv⟩
  · rintro ⟨hspan, A, hA, hsum⟩
    refine isBounded_of_positivelySpans γ fun v => ?_
    have hv : v ∈ Submodule.span ℝ (Set.range n) := hspan ▸ Submodule.mem_top
    obtain ⟨a, ha⟩ := (Submodule.mem_span_range_iff_exists_fun ℝ).1 hv
    -- a large multiple of the vanishing sum makes all coefficients nonnegative
    refine ⟨fun i => a i + (∑ j, |a j| / A j) * A i, fun i => ?_, ?_⟩
    · have h := Finset.single_le_sum (f := fun j => |a j| / A j)
        (fun j _ => div_nonneg (abs_nonneg _) (hA j).le) (Finset.mem_univ i)
      have h' := (div_le_iff₀ (hA i)).1 h
      linarith [neg_abs_le (a i)]
    · simp only [add_smul, mul_smul, Finset.sum_add_distrib]
      rw [← Finset.smul_sum, hsum, smul_zero, add_zero, ha]
```

## More inequalities than dimensions

Let $d=\dim E\ge1$, let all $\gamma_i>0$ and let $W$ be bounded. The $N$ normals span $E$, so $N\ge d$. If $N=d$, they would be linearly independent, and $\sum_i A_i n_i=0$ would force every $A_i=0$, although there is at least one facet and its weight is positive. Hence $N>d$.

A bounded body in three dimensions thus needs at least four inequalities, and the tetrahedron attains this number. On the line the minimum is two, the two ends of the opening example. The count $N$ is that of the listed inequalities, including redundant ones.

In Lean, `finrank ℝ E` is $d$, `Fintype.card ι` is $N$, and `Nontrivial E` expresses $d\ge1$. The assumption excludes the zero-dimensional space, where the single point is bounded with no inequality at all. The contradiction comes from `hli`, the linear independence of exactly $d$ spanning normals.

```lean
/-- In a space of dimension at least one, a bounded Wulff polyhedron with positive facet energies
is given by more facet inequalities than the dimension of the space. -/
theorem finrank_lt_card_of_isBounded [FiniteDimensional ℝ E] [Nontrivial E] {n : ι → E}
    {γ : ι → ℝ} (hγ : ∀ i, 0 < γ i) (hb : Bornology.IsBounded (wulff n γ)) :
    finrank ℝ E < Fintype.card ι := by
  obtain ⟨hspan, A, hA, hsum⟩ := (isBounded_wulff_iff_span_and_closure hγ).1 hb
  have hle : finrank ℝ E ≤ Fintype.card ι := by
    have h := finrank_range_le_card (R := ℝ) n
    rwa [Set.finrank, hspan, finrank_top] at h
  refine lt_of_le_of_ne hle fun heq => ?_
  -- exactly d spanning normals would be independent, against the vanishing sum
  have hli := linearIndependent_of_top_le_span_of_card_eq_finrank hspan.ge heq.symm
  have hpos : 0 < Fintype.card ι := heq ▸ (finrank_pos : 0 < finrank ℝ E)
  obtain ⟨i⟩ := Fintype.card_pos_iff.1 hpos
  exact (hA i).ne' (Fintype.linearIndependent_iff.1 hli A hsum i)

end WulffBoundedness
```

```lean
#print axioms WulffBoundedness.isBounded_wulff_iff
#print axioms WulffBoundedness.isBounded_wulff_iff_span_and_closure
#print axioms WulffBoundedness.finrank_lt_card_of_isBounded
```

```
'WulffBoundedness.isBounded_wulff_iff' depends on axioms: [propext, Classical.choice, Quot.sound]
'WulffBoundedness.isBounded_wulff_iff_span_and_closure' depends on axioms: [propext, Classical.choice, Quot.sound]
'WulffBoundedness.finrank_lt_card_of_isBounded' depends on axioms: [propext, Classical.choice, Quot.sound]
```
